# Two positivity tests for a characteristic function in odd dimension: one for the Wigner function, one for the operator

Suppose a $d$-level system, with $d$ odd, is described by the expectation values $\chi(u)=\mathrm{Tr}(M\,T(u))$ of its phase-space displacements. Do these numbers come from a nonnegative distribution on phase space, from a positive operator $M$, or from both? Each property has its own test, and the two tests differ by a phase:

- $\chi(v-u)$, as a matrix in $u,v$, is positive semidefinite iff the Wigner function of $M$ is nonnegative.
- $\omega^{(u_1v_2-u_2v_1)/2}\chi(v-u)$ is positive semidefinite iff $M$ is.

Here $\omega=e^{2\pi i/d}$, and the half in the exponent is the inverse of two modulo $d$. The two tests are finite analogues of Bochner's theorem; continuous phase space and even $d$ are not treated.

## Displacements on a finite phase space

```lean
import Mathlib

open Matrix
open scoped ComplexOrder

namespace DiscreteBochner

noncomputable section

variable {d : ℕ} [NeZero d]
```

Positions and momenta are integers modulo $d$, and $\omega^x=e^{2\pi i x/d}$ is written `ω x`.

```lean
/-- `ω x` is the phase `exp (2πi x / d)`. -/
local notation "ω" => ZMod.stdAddChar

/-- Discrete phase space: pairs (position, momentum) modulo `d`. -/
abbrev Phase (d : ℕ) := ZMod d × ZMod d
```

Division by two is also modulo $d$: for $d=3$, $1/2=2$.

```lean
/-- For odd `d`, the inverse of two modulo `d`. -/
def half (d : ℕ) : ZMod d := 2⁻¹
```

The shift acts as $X|j\rangle=|j+1\rangle$,

```lean
/-- The shift matrix `X`, sending `|j⟩` to `|j+1⟩`. -/
def shift (d : ℕ) : Matrix (ZMod d) (ZMod d) ℂ := of fun i j => if i = j + 1 then 1 else 0
```

and the clock as $Z|j\rangle=\omega^j|j\rangle$.

```lean
/-- The clock matrix `Z`, multiplying `|j⟩` by `ω j`. -/
def clock (d : ℕ) [NeZero d] : Matrix (ZMod d) (ZMod d) ℂ := diagonal fun j => ω j
```

The displacement by $u=(a,b)$ is $T(a,b)=\omega^{ab/2}X^aZ^b$.

```lean
/-- The Weyl operator `T(a,b) = ω^(ab/2) X^a Z^b`. -/
def weyl (u : Phase d) : Matrix (ZMod d) (ZMod d) ℂ :=
  ω (half d * (u.1 * u.2)) • (shift d ^ u.1.val * clock d ^ u.2.val)
```

Its expectation value is $\chi(u)$; the trace of $M$ is not fixed to one.

```lean
/-- The characteristic function `χ(u) = Tr (M T(u))`. -/
def characteristic (M : Matrix (ZMod d) (ZMod d) ℂ) (u : Phase d) : ℂ := trace (M * weyl u)
```

The Wigner function is defined from the matrix elements of $M$, independently of $\chi$:
$$W(q,p)=\frac1d\sum_y\langle q-\tfrac y2|M|q+\tfrac y2\rangle\,\omega^{py}.$$

```lean
/-- The discrete Wigner function `W(q,p) = (1/d) ∑ y, ⟨q - y/2|M|q + y/2⟩ ω^(py)`. -/
def wigner (M : Matrix (ZMod d) (ZMod d) ℂ) (z : Phase d) : ℂ :=
  (d : ℂ)⁻¹ * ∑ y, M (z.1 - half d * y) (z.1 + half d * y) * ω (z.2 * y)
```

The plain matrix is $K^{\rm c}_{uv}=\chi(v-u)$.

```lean
/-- The classical Bochner matrix `χ(v - u)`. -/
def classicalKernel (M : Matrix (ZMod d) (ZMod d) ℂ) : Matrix (Phase d) (Phase d) ℂ :=
  of fun u v => characteristic M (v - u)
```

The twisted one is $K^{\rm q}_{uv}=\omega^{(u_1v_2-u_2v_1)/2}\chi(v-u)$.

```lean
/-- The quantum Bochner matrix `ω^((u₁v₂ - u₂v₁)/2) χ(v - u)`. -/
def quantumKernel (M : Matrix (ZMod d) (ZMod d) ℂ) : Matrix (Phase d) (Phase d) ℂ :=
  of fun u v => ω (half d * (u.1 * v.2 - u.2 * v.1)) * characteristic M (v - u)
```

Two auxiliary matrices are needed. The first is $F_{zu}=\omega^{u_2z_1-u_1z_2}$.

```lean
/-- The symplectic Fourier matrix on phase space. -/
def fourier (d : ℕ) [NeZero d] : Matrix (Phase d) (Phase d) ℂ :=
  of fun z u => ω (u.2 * z.1 - u.1 * z.2)
```

The second, for each $i$, is $(R_i)_{ju}=T(u)_{ij}$.

```lean
/-- The `i`-th rows of all Weyl operators, collected as columns of one matrix. -/
def weylRow (i : ZMod d) : Matrix (ZMod d) (Phase d) ℂ := of fun j u => weyl u i j
```

A wavefunction $v$ gives $|v\rangle\langle v|$, a projector when $\|v\|=1$.

```lean
/-- The unnormalised projector `|v⟩⟨v|`. -/
def pureState (v : ZMod d → ℂ) : Matrix (ZMod d) (ZMod d) ℂ := of fun i j => v i * star (v j)
```

## Phases and the Weyl relation

Oddness of $d$ enters through $2\cdot\tfrac12=1$.

```lean
omit [NeZero d] in
/-- For odd `d`, twice the half is one modulo `d`. -/
theorem two_mul_half (hd : Odd d) : 2 * half d = 1 := by
  have h := ZMod.coe_mul_inv_eq_one (n := d) 2 (Nat.coprime_two_left.2 hd)
  unfold half
  exact_mod_cast h
```

Conjugation gives $\overline{\omega^x}=\omega^{-x}$,

```lean
/-- Complex conjugation reverses a phase. -/
theorem omega_star (x : ZMod d) : star (ω x) = ω (-x) := by
  have h : ω (-x) = (starRingEnd ℂ) (ω x) := by
    rw [ZMod.stdAddChar_apply, ZMod.stdAddChar_apply, AddChar.map_neg_eq_inv,
      Circle.coe_inv_eq_conj]
  exact h.symm
```

and plane waves obey $\sum_p\omega^{p(a-b)}=d\,\delta_{ab}$.

```lean
/-- Orthogonality of discrete plane waves. -/
theorem omega_orth (a b : ZMod d) : ∑ p, ω (p * (a - b)) = if a = b then (d : ℂ) else 0 := by
  have h := AddChar.sum_mulShift (a - b) (ZMod.isPrimitive_stdAddChar d)
  by_cases hab : a = b
  · subst hab; simp
  · simpa [sub_eq_zero, hab] using h
```

Applying $Z^b$ and then $X^a$ to $|j\rangle$ gives
$$T(u)_{ij}=\delta_{i,\,j+u_1}\,\omega^{u_1u_2/2+u_2j}.$$
The proof finds the powers of the shift by induction.

```lean
/-- The matrix elements of a Weyl operator. -/
theorem weyl_apply (u : Phase d) (i j : ZMod d) :
    weyl u i j = if i = j + u.1 then ω (half d * (u.1 * u.2) + u.2 * j) else 0 := by
  have hs : ∀ (n : ℕ) (i j : ZMod d), (shift d ^ n) i j = if i = j + n then 1 else 0 := by
    intro n
    induction n with
    | zero => intro i j; simp [Matrix.one_apply]
    | succ n ih =>
      intro i j
      have e : j + 1 + (n : ZMod d) = j + ((n + 1 : ℕ) : ZMod d) := by push_cast; ring
      rw [pow_succ, Matrix.mul_apply, ← e]
      have h1 : ∀ k, shift d k j = if k = j + 1 then 1 else 0 := fun _ => rfl
      simp only [ih, h1, mul_ite, mul_one, mul_zero, Finset.sum_ite_eq',
        Finset.mem_univ, if_true]
  have hc : ω j ^ u.2.val = ω (u.2 * j) := by
    rw [← AddChar.map_nsmul_eq_pow, nsmul_eq_mul, ZMod.natCast_zmod_val]
  rw [weyl, Matrix.smul_apply, clock, Matrix.diagonal_pow, Matrix.mul_diagonal, hs,
    Pi.pow_apply, hc, ZMod.natCast_zmod_val, AddChar.map_add_eq_mul]
  split_ifs <;> simp
```

In $(T(u)^\dagger T(v))_{kj}=\sum_i\overline{T(u)_{ik}}\,T(v)_{ij}$ only $i=k+u_1=j+v_1$ survives. With $k=j+v_1-u_1$ the exponent is
$$\tfrac12(v_1v_2-u_1u_2)+v_2j-u_2k=\tfrac12(v_1v_2+u_1u_2)-u_2v_1+(v_2-u_2)j,$$
which is also the exponent of $\omega^{(u_1v_2-u_2v_1)/2}\,T(v-u)_{kj}$. The `linear_combination` steps do this arithmetic.

```lean
/-- The Weyl relation `T(u)† T(v) = ω^((u₁v₂ - u₂v₁)/2) T(v - u)`. -/
theorem weyl_adjoint_mul (hd : Odd d) (u v : Phase d) :
    (weyl u)ᴴ * weyl v = ω (half d * (u.1 * v.2 - u.2 * v.1)) • weyl (v - u) := by
  ext k j
  simp only [Matrix.mul_apply, Matrix.smul_apply, conjTranspose_apply, weyl_apply, smul_eq_mul,
    mul_ite, mul_zero, Finset.sum_ite_eq', Finset.mem_univ, if_true, Prod.fst_sub, Prod.snd_sub]
  by_cases h : k = j + (v.1 - u.1)
  · have h' : j + v.1 = k + u.1 := by linear_combination -h
    rw [if_pos h', if_pos h, omega_star, ← AddChar.map_add_eq_mul, ← AddChar.map_add_eq_mul]
    congr 1
    rw [h]
    linear_combination (u.2 * v.1 - u.1 * u.2) * two_mul_half hd
  · have h' : ¬ j + v.1 = k + u.1 := fun e => h (by linear_combination -e)
    rw [if_neg h', if_neg h, star_zero, zero_mul]
```

## The plain matrix sees the Wigner function

Summing over momentum selects $y=u_1$:
$$\sum_p\omega^{u_2q-u_1p}W(q,p)=\omega^{u_2q}\,M_{q-u_1/2,\;q+u_1/2}.$$
Now sum over $q=j+u_1/2$. The result is $\sum_jM_{j,j+u_1}\omega^{u_1u_2/2+u_2j}=\chi(u)$.

```lean
/-- The characteristic function is the symplectic Fourier transform of the Wigner function. -/
theorem characteristic_eq_fourier (hd : Odd d) (M : Matrix (ZMod d) (ZMod d) ℂ) (u : Phase d) :
    characteristic M u = ∑ z : Phase d, ω (u.2 * z.1 - u.1 * z.2) * wigner M z := by
  have hdd : (d : ℂ)⁻¹ * d = 1 := inv_mul_cancel₀ (Nat.cast_ne_zero.2 (NeZero.ne d))
  -- summing over momentum selects one off-diagonal of `M`
  have key : ∀ q, ∑ p, ω (u.2 * q - u.1 * p) * wigner M (q, p) =
      ω (u.2 * q) * M (q - half d * u.1) (q + half d * u.1) := by
    intro q
    calc _ = (d : ℂ)⁻¹ * ∑ y, M (q - half d * y) (q + half d * y) * ω (u.2 * q) *
          ∑ p, ω (p * (y - u.1)) := by
          simp only [wigner, Finset.mul_sum]
          rw [Finset.sum_comm]
          refine Finset.sum_congr rfl fun y _ => Finset.sum_congr rfl fun p _ => ?_
          have h : ω (u.2 * q - u.1 * p) * ω (p * y) = ω (u.2 * q) * ω (p * (y - u.1)) := by
            rw [← AddChar.map_add_eq_mul, ← AddChar.map_add_eq_mul]; congr 1; ring
          linear_combination ((d : ℂ)⁻¹ * M (q - half d * y) (q + half d * y)) * h
      _ = _ := by
          simp only [omega_orth, mul_ite, mul_zero, Finset.sum_ite_eq', Finset.mem_univ, if_true]
          linear_combination (M (q - half d * u.1) (q + half d * u.1) * ω (u.2 * q)) * hdd
  rw [Fintype.sum_prod_type]
  simp only [key]
  rw [← Equiv.sum_comp (Equiv.addRight (half d * u.1))]
  simp only [characteristic, trace, diag_apply, Matrix.mul_apply, weyl_apply, mul_ite, mul_zero,
    Finset.sum_ite_eq', Finset.mem_univ, if_true, Equiv.coe_addRight]
  refine Finset.sum_congr rfl fun j _ => ?_
  have h1 : j + half d * u.1 - half d * u.1 = j := by ring
  have h2 : j + half d * u.1 + half d * u.1 = j + u.1 := by
    linear_combination u.1 * two_mul_half hd
  have h3 : half d * (u.1 * u.2) + u.2 * j = u.2 * (j + half d * u.1) := by ring
  rw [h1, h2, h3]
  exact mul_comm _ _
```

Splitting the phase at $v-u$ gives $K^{\rm c}=F^\dagger\,\mathrm{diag}(W)\,F$, and plane-wave orthogonality gives $FF^\dagger=d^2\,\mathbb 1$. With $G=F/d^2$, also $GK^{\rm c}G^\dagger=\mathrm{diag}(W)$, so positivity passes both ways. In Lean, `0 ≤ wigner M z` for a complex number means real and nonnegative.

```lean
/-- Classical condition: `χ(v - u)` is positive semidefinite iff the Wigner function is
real and nonnegative. -/
theorem classical_bochner (hd : Odd d) (M : Matrix (ZMod d) (ZMod d) ℂ) :
    (classicalKernel M).PosSemidef ↔ ∀ z, 0 ≤ wigner M z := by
  have h0 : (d : ℂ) ≠ 0 := Nat.cast_ne_zero.2 (NeZero.ne d)
  -- the Fourier matrix diagonalises the kernel
  have hK : classicalKernel M = (fourier d)ᴴ * diagonal (wigner M) * fourier d := by
    ext u v
    rw [Matrix.mul_apply]
    simp only [Matrix.mul_diagonal, conjTranspose_apply, fourier, classicalKernel, of_apply,
      characteristic_eq_fourier hd, omega_star]
    refine Finset.sum_congr rfl fun z _ => ?_
    have h : ω ((v - u).2 * z.1 - (v - u).1 * z.2) =
        ω (-(u.2 * z.1 - u.1 * z.2)) * ω (v.2 * z.1 - v.1 * z.2) := by
      rw [← AddChar.map_add_eq_mul, Prod.fst_sub, Prod.snd_sub]; congr 1; ring
    rw [h]; ring
  have hF : fourier d * (fourier d)ᴴ = ((d : ℂ) * d) • 1 := by
    ext z w
    have h : ∀ a b, ω (b * z.1 - a * z.2) * ω (-(b * w.1 - a * w.2)) =
        ω (a * (w.2 - z.2)) * ω (b * (z.1 - w.1)) := by
      intro a b
      rw [← AddChar.map_add_eq_mul, ← AddChar.map_add_eq_mul]; congr 1; ring
    simp only [Matrix.mul_apply, conjTranspose_apply, fourier, of_apply, omega_star,
      Fintype.sum_prod_type, h, ← Finset.mul_sum, omega_orth, ← Finset.sum_mul]
    by_cases hzw : z = w
    · subst hzw; simp
    · rw [Matrix.smul_apply, Matrix.one_apply_ne hzw]
      by_cases h1 : z.1 = w.1
      · have h2 : ¬ w.2 = z.2 := fun h2 => hzw (Prod.ext h1 h2.symm)
        simp [h2]
      · simp [h1]
  obtain ⟨G, hG⟩ : ∃ G, G * (fourier d)ᴴ = 1 := ⟨((d : ℂ) * d)⁻¹ • fourier d, by
    rw [Matrix.smul_mul, hF, smul_smul, inv_mul_cancel₀ (mul_ne_zero h0 h0), one_smul]⟩
  have hG' := congrArg conjTranspose hG
  rw [conjTranspose_mul, conjTranspose_conjTranspose, conjTranspose_one] at hG'
  constructor
  · intro h
    have h2 := h.mul_mul_conjTranspose_same G
    have e : G * classicalKernel M * Gᴴ = diagonal (wigner M) := by
      calc _ = (G * (fourier d)ᴴ) * diagonal (wigner M) * (fourier d * Gᴴ) := by
            rw [hK]; simp only [Matrix.mul_assoc]
        _ = _ := by rw [hG, hG', Matrix.one_mul, Matrix.mul_one]
    rw [e] at h2
    exact posSemidef_diagonal_iff.1 h2
  · intro h
    rw [hK]
    exact (posSemidef_diagonal_iff.2 h).conjTranspose_mul_mul_same _
```

## The twisted matrix sees the operator

By the Weyl relation,
$$K^{\rm q}_{uv}=\mathrm{Tr}(M\,T(u)^\dagger T(v)),\qquad K^{\rm q}=\sum_iR_i^\dagger M^{T}R_i,$$
so $M\ge0$ implies $K^{\rm q}\ge0$. For the converse, the matrix elements satisfy
$$\sum_uT(u)_{ij}\overline{T(u)_{kl}}=d\,\delta_{ik}\delta_{jl}:$$
the shift must equal $i-j=k-l$, and the sum over $u_2$ then forces $j=l$. Hence $G=R_0/d$ obeys $GR_k^\dagger=\delta_{k0}\mathbb 1$, and $GK^{\rm q}G^\dagger=M^{T}$.

```lean
/-- Quantum condition: the twisted kernel is positive semidefinite iff the operator `M` is. -/
theorem quantum_bochner (hd : Odd d) (M : Matrix (ZMod d) (ZMod d) ℂ) :
    (quantumKernel M).PosSemidef ↔ M.PosSemidef := by
  have h0 : (d : ℂ) ≠ 0 := Nat.cast_ne_zero.2 (NeZero.ne d)
  -- the kernel is `Tr (M T(u)† T(v))`, a sum of congruences of `Mᵀ`
  have hK : quantumKernel M = ∑ i : ZMod d, (weylRow i)ᴴ * Mᵀ * weylRow i := by
    ext u v
    have h : quantumKernel M u v = trace (M * ((weyl u)ᴴ * weyl v)) := by
      rw [weyl_adjoint_mul hd, Matrix.mul_smul, trace_smul, smul_eq_mul]; rfl
    rw [h]
    simp only [trace, diag_apply, Matrix.mul_apply, Matrix.sum_apply, conjTranspose_apply,
      transpose_apply, weylRow, of_apply, Finset.mul_sum, Finset.sum_mul]
    symm
    rw [Finset.sum_comm]
    refine Finset.sum_congr rfl fun j _ => ?_
    rw [Finset.sum_comm]
    exact Finset.sum_congr rfl fun k _ => Finset.sum_congr rfl fun i _ => by ring
  -- completeness relation for the matrix elements of the Weyl operators
  have orth : ∀ i j k l : ZMod d, ∑ u : Phase d, weyl u i j * star (weyl u k l) =
      if i = k ∧ j = l then (d : ℂ) else 0 := by
    intro i j k l
    simp only [weyl_apply, Fintype.sum_prod_type]
    rw [Finset.sum_eq_single (i - j)]
    · have e : i = j + (i - j) := by ring
      simp only [if_pos e]
      by_cases hk : k = l + (i - j)
      · have h : ∀ b, ω (half d * ((i - j) * b) + b * j) *
            star (ω (half d * ((i - j) * b) + b * l)) = ω (b * (j - l)) := by
          intro b
          rw [omega_star, ← AddChar.map_add_eq_mul]; congr 1; ring
        simp only [if_pos hk, h, omega_orth]
        by_cases hj : j = l
        · have hik : i = k := by linear_combination hj - hk
          rw [if_pos hj, if_pos ⟨hik, hj⟩]
        · rw [if_neg hj, if_neg fun h => hj h.2]
      · have hn : ¬ (i = k ∧ j = l) := fun h => hk (by linear_combination h.2 - h.1)
        simp only [if_neg hk, if_neg hn, star_zero, mul_zero, Finset.sum_const_zero]
    · intro a _ ha
      have hn : ¬ i = j + a := fun e => ha (by linear_combination -e)
      simp only [if_neg hn, zero_mul, Finset.sum_const_zero]
    · exact fun h => absurd (Finset.mem_univ _) h
  obtain ⟨G, hG⟩ : ∃ G : Matrix (ZMod d) (Phase d) ℂ, ∀ k : ZMod d,
      G * (weylRow k)ᴴ = if k = 0 then 1 else 0 := by
    refine ⟨(d : ℂ)⁻¹ • weylRow (0 : ZMod d), fun k => ?_⟩
    ext j l
    rw [Matrix.smul_mul, Matrix.smul_apply, Matrix.mul_apply]
    simp only [conjTranspose_apply, weylRow, of_apply]
    rw [orth]
    by_cases hk : k = 0
    · subst hk
      by_cases hj : j = l
      · subst hj; simp [h0]
      · simp [hj]
    · have hk' : ¬ 0 = k := fun e => hk e.symm
      simp [hk, hk']
  constructor
  · intro h
    have h2 := h.mul_mul_conjTranspose_same G
    have e : G * quantumKernel M * Gᴴ = Mᵀ := by
      rw [hK, Matrix.mul_sum, Matrix.sum_mul, Finset.sum_eq_single (0 : ZMod d)]
      · calc _ = (G * (weylRow (0 : ZMod d))ᴴ) * Mᵀ * (G * (weylRow (0 : ZMod d))ᴴ)ᴴ := by
              simp only [conjTranspose_mul, conjTranspose_conjTranspose, Matrix.mul_assoc]
          _ = _ := by rw [hG 0, if_pos rfl]; simp
      · intro i _ hi
        have e : G * ((weylRow i)ᴴ * Mᵀ * weylRow i) = (G * (weylRow i)ᴴ) * Mᵀ * weylRow i := by
          simp only [Matrix.mul_assoc]
        rw [e, hG i, if_neg hi]; simp
      · exact fun h => absurd (Finset.mem_univ _) h
    rw [e] at h2
    have h3 := h2.transpose
    rwa [transpose_transpose] at h3
  · intro h
    rw [hK]
    exact posSemidef_sum _ fun i _ => h.transpose.conjTranspose_mul_mul_same _
```

For Hermitian $M$, conjugating $W$ and replacing $y$ by $-y$ returns $W$, so $W$ is real. The hypothesis `hM` serves only this purpose, allowing the first test to be stated with the real part of $W$.

```lean
/-- Discrete Bochner conditions for Hermitian `M` in odd dimension: the plain kernel tests
nonnegativity of the Wigner function, the twisted kernel tests positivity of `M`. -/
theorem discrete_bochner (hd : Odd d) (M : Matrix (ZMod d) (ZMod d) ℂ) (hM : M.IsHermitian) :
    ((classicalKernel M).PosSemidef ↔ ∀ z, 0 ≤ (wigner M z).re) ∧
      ((quantumKernel M).PosSemidef ↔ M.PosSemidef) := by
  refine ⟨(classical_bochner hd M).trans (forall_congr' fun z => ?_), quantum_bochner hd M⟩
  -- the Wigner function of a Hermitian matrix is real
  have hr : star (wigner M z) = wigner M z := by
    simp only [wigner, star_mul', star_sum, omega_star, star_inv₀, star_natCast]
    congr 1
    rw [← Equiv.sum_comp (Equiv.neg (ZMod d))]
    refine Finset.sum_congr rfl fun y _ => ?_
    simp only [Equiv.neg_apply, mul_neg, neg_neg, sub_neg_eq_add, ← sub_eq_add_neg, hM.apply]
  have him : (wigner M z).im = 0 := Complex.conj_eq_iff_im.1 hr
  rw [Complex.le_def]
  simp [him]
```

## Odd wavefunctions tell the tests apart

If $v(-x)=-v(x)$ and $v\neq0$, substituting $y=2x$ gives
$$W(0,0)=\frac1d\sum_xv(-x)\overline{v(x)}=-\frac{\|v\|^2}{d}<0,$$
or $-1/d$ for a normalised state. The operator $|v\rangle\langle v|$ is positive, so it passes the twisted test and fails the plain one.

For $d=3$ take $v=(0,1,-1)/\sqrt2$. Then $\chi(0)=1$, and $\chi(u)=-\tfrac12$ at the other eight points. Every row of $K^{\rm c}$ sums to $1-4=-3$, a negative eigenvalue equal to $d^2W(0,0)$. For $d=1$ there is no nonzero odd wavefunction, and both matrices reduce to the single number $M$.

```lean
/-- For a nonzero odd wavefunction `v`, `|v⟩⟨v|` satisfies the quantum condition and violates the
classical one. -/
theorem odd_state_separates (hd : Odd d) (v : ZMod d → ℂ) (hodd : ∀ x, v (-x) = -v x)
    (hv : v ≠ 0) : (quantumKernel (pureState v)).PosSemidef ∧
      ¬ (classicalKernel (pureState v)).PosSemidef := by
  constructor
  · have e : pureState v = (of fun i (_ : Unit) => v i) * (of fun i (_ : Unit) => v i)ᴴ := by
      ext i j; simp [pureState, Matrix.mul_apply]
    rw [quantum_bochner hd, e]
    exact posSemidef_self_mul_conjTranspose _
  · intro h
    have hz := (classical_bochner hd _).1 h (0, 0)
    obtain ⟨E, hE⟩ : ∃ E : ZMod d ≃ ZMod d, ∀ x, half d * E x = x := by
      have h1 : ∀ x : ZMod d, half d * (2 * x) = x := fun x => by
        linear_combination x * two_mul_half hd
      have h2 : ∀ x : ZMod d, 2 * (half d * x) = x := fun x => by
        linear_combination x * two_mul_half hd
      exact ⟨⟨fun x => 2 * x, fun x => half d * x, h1, h2⟩, h1⟩
    -- at the origin the Wigner function is minus the squared norm over `d`
    have hW : wigner (pureState v) (0, 0) = -((d : ℂ)⁻¹ * ∑ x, v x * star (v x)) := by
      simp only [wigner]
      rw [← Equiv.sum_comp E, ← mul_neg, ← Finset.sum_neg_distrib]
      congr 1
      refine Finset.sum_congr rfl fun x _ => ?_
      simp only [hE, pureState, of_apply, zero_sub, zero_add, hodd, zero_mul,
        AddChar.map_zero_eq_one, mul_one, neg_mul]
    obtain ⟨s, hs0, hs⟩ : ∃ s : ℝ, 0 < s ∧ ∑ x, v x * star (v x) = (s : ℂ) := by
      obtain ⟨x, hx⟩ := Function.ne_iff.1 hv
      refine ⟨∑ x, Complex.normSq (v x), Finset.sum_pos' (fun x _ => Complex.normSq_nonneg _)
        ⟨x, Finset.mem_univ _, Complex.normSq_pos.2 hx⟩, ?_⟩
      rw [Complex.ofReal_sum]
      exact Finset.sum_congr rfl fun x _ => Complex.mul_conj _
    have e : -((d : ℂ)⁻¹ * (s : ℂ)) = ((-((d : ℝ)⁻¹ * s) : ℝ) : ℂ) := by simp
    rw [hW, hs, e] at hz
    have h1 := Complex.zero_le_real.1 hz
    have h2 : 0 < (d : ℝ)⁻¹ * s := mul_pos (inv_pos.2 (Nat.cast_pos.2 (NeZero.pos d))) hs0
    linarith

end

end DiscreteBochner
```

For a single system of odd finite dimension, a density matrix that passes the plain test has a Wigner function that can be sampled as a probability distribution; the odd states are pure states for which this fails.

```lean
#print axioms DiscreteBochner.discrete_bochner
#print axioms DiscreteBochner.odd_state_separates
```

```
'DiscreteBochner.discrete_bochner' depends on axioms: [propext, Classical.choice, Quot.sound]
'DiscreteBochner.odd_state_separates' depends on axioms: [propext, Classical.choice, Quot.sound]
```
